# The dihedral group of order 8 and the quaternion group share a character table but are not isomorphic

The symmetry group of the square, $D_4$, and the quaternion group $Q_8$ have the same character table, yet no isomorphism connects them. One relabelling of the eight elements matches the conjugacy classes, the four characters with values $\pm1$ and the only irreducible two-dimensional character $\chi$. The groups are told apart by squares: $g^2=1$ has 6 solutions in $D_4$ and 2 in $Q_8$, and the mean of $\chi(g^2)$ over the group is $1$ and $-1$ respectively.

For these two finite groups, then, the table alone does not settle whether a doublet with real character can be written with real matrices, a question that matters when time reversal is added to a symmetry analysis.

## The group laws differ in one square

Let $k$ run over the integers modulo 4. Write $r_k$ for `r k` in $D_4$ and `a k` in $Q_8$, and $s_k$ for `sr k` and `xa k`. Both groups obey

$$r_ir_j=r_{i+j},\quad r_is_j=s_{j-i},\quad s_ir_j=s_{i+j},\quad s_is_j=r_{c+j-i},$$

with $c=0$ for $D_4$ and $c=2$ for $Q_8$. In $D_4$, $r_1$ is a quarter turn and the $s_k$ are reflections, so $s_k^2=1$. In $Q_8$, $r_1$ acts on a spin one-half as a half turn about one axis, and each $s_k$ as a half turn about an axis perpendicular to it. Two equal half turns make a full turn, which is $r_2=-1$ on the spin, so $s_k^2=r_2$.

The classes do not depend on $c$. Since $s_i^{-1}=s_{i+c}$, conjugation gives

$$s_ir_ks_i^{-1}=r_{-k},\quad r_is_kr_i^{-1}=s_{k-2i},\quad s_is_ks_i^{-1}=s_{2i-k},$$

while the $r_i$ commute with $r_k$. Both groups have the classes $\{r_0\},\{r_2\},\{r_1,r_3\},\{s_0,s_2\},\{s_1,s_3\}$.

No other value of $c$ is possible: $s_0$ commutes with its own square $r_c$, but conjugation by $s_0$ turns $r_c$ into $r_{-c}$, so $2c=0$. In the proofs, the group laws enter whenever `decide +kernel` evaluates a product.

In Lean 4 with Mathlib:

```lean
import Mathlib

open DihedralGroup (r sr)
open QuaternionGroup (a xa)

namespace DihedralQuaternionTables

noncomputable section
```

## Finiteness turns the invariants into counts

Finiteness means that all the symmetry operations fit in a list that ends. By hand it permits the count of square roots of the identity and the average over the group. In the code it lets these quantities be finite sets and sums, and it lets statements about all elements be settled by evaluation. Without it the count can diverge: in the symmetry group of a circle every reflection solves $g^2=1$.

`conjClass g` collects all $hgh^{-1}$. `classSizes` lists each distinct class once but keeps repeated sizes. `rootCount` counts the solutions of $g^2=1$, and `frobeniusSchur` is the mean of $\chi(g^2)$, defined here for two-dimensional complex representations.

```lean
/-- The conjugacy class of `g`, as the finite set of all `h g h⁻¹`. -/
def conjClass {G : Type} [Group G] [Fintype G] [DecidableEq G] (g : G) : Finset G :=
  Finset.univ.image fun h => h * g * h⁻¹

/-- The sizes of the distinct conjugacy classes of a finite group, with repetition. -/
def classSizes (G : Type) [Group G] [Fintype G] [DecidableEq G] : Multiset ℕ :=
  (Finset.univ.image (conjClass (G := G))).val.map Finset.card

/-- The number of solutions of `g² = 1` in a finite group. -/
def rootCount (G : Type) [Group G] [Fintype G] [DecidableEq G] : ℕ :=
  (Finset.univ.filter fun g : G => g ^ 2 = 1).card

/-- The mean of `χ(g²)` over the group, where `χ` is the trace of the representation `ρ`. -/
def frobeniusSchur {G : Type} [Group G] [Fintype G]
    (ρ : G →* Matrix (Fin 2) (Fin 2) ℂ) : ℂ :=
  (∑ g, (ρ (g ^ 2)).trace) / (Fintype.card G : ℂ)
```

## Representations must respect products

In a representation, the matrix of a product is the product of the matrices, with no extra phase, and the identity goes to the identity matrix. This is the arrow `→*` in the code. The fields `map_one'` and `map_mul'` prove it for the two Gaussian-integer maps below, and `complexRep` carries it over to complex matrices.

For $D_4$ take $r_k\mapsto R^k$ and $s_k\mapsto SR^k$; for $Q_8$ take $r_k\mapsto A^k$ and $s_k\mapsto RA^k$, where

$$R=\begin{pmatrix}0&-1\\1&0\end{pmatrix},\quad S=\begin{pmatrix}1&0\\0&-1\end{pmatrix},\quad A=\begin{pmatrix}i&0\\0&-i\end{pmatrix}.$$

Then $R^2=A^2=-1$, $S^2=1$, $RS=SR^{-1}$ and $AR=RA^{-1}$, which are the required relations. Without this check the matrices would be only a list of eight, and their traces need not form a character.

```lean
/-- A representation by Gaussian-integer matrices, read as one by complex matrices. -/
def complexRep {G : Type} [Group G] (ρ : G →* Matrix (Fin 2) (Fin 2) GaussianInt) :
    G →* Matrix (Fin 2) (Fin 2) ℂ :=
  (GaussianInt.toComplex.mapMatrix).toMonoidHom.comp ρ

/-- The symmetries of the square as integer matrices: a quarter turn and a reflection
generate them. -/
def dihedralInt : DihedralGroup 4 →* Matrix (Fin 2) (Fin 2) GaussianInt where
  toFun
    | .r k => !![0, -1; 1, 0] ^ k.val
    | .sr k => !![1, 0; 0, -1] * !![0, -1; 1, 0] ^ k.val
  map_one' := by decide +kernel
  map_mul' := by decide +kernel

/-- The quaternion group as matrices generated by `diag(i, -i)` and a real quarter turn. -/
def quaternionInt : QuaternionGroup 2 →* Matrix (Fin 2) (Fin 2) GaussianInt where
  toFun
    | .a k => !![⟨0, 1⟩, 0; 0, ⟨0, -1⟩] ^ k.val
    | .xa k => !![0, -1; 1, 0] * !![⟨0, 1⟩, 0; 0, ⟨0, -1⟩] ^ k.val
  map_one' := by decide +kernel
  map_mul' := by decide +kernel

/-- The two-dimensional complex representation of the dihedral group. -/
def dihedralRep : DihedralGroup 4 →* Matrix (Fin 2) (Fin 2) ℂ := complexRep dihedralInt

/-- The two-dimensional complex representation of the quaternion group. -/
def quaternionRep : QuaternionGroup 2 →* Matrix (Fin 2) (Fin 2) ℂ := complexRep quaternionInt
```

The one-dimensional characters considered here take values in `ℤˣ`, which is $\{1,-1\}$. Given a pair of signs $p=(\alpha,\beta)$, set $f(r_k)=\alpha^k$ and $f(s_k)=\beta\alpha^k$. The only product in which the groups differ gives $f(s_i)f(s_j)=\alpha^{i+j}$, which equals $\alpha^{c+j-i}$ because $c$ is even. The same formula therefore works for both groups.

```lean
/-- The function on the dihedral group fixed by the signs of its two generators. -/
def dihedralSignFun (p : ℤˣ × ℤˣ) : DihedralGroup 4 → ℤˣ
  | .r k => p.1 ^ k.val
  | .sr k => p.2 * p.1 ^ k.val

/-- The function on the quaternion group fixed by the signs of its two generators. -/
def quaternionSignFun (p : ℤˣ × ℤˣ) : QuaternionGroup 2 → ℤˣ
  | .a k => p.1 ^ k.val
  | .xa k => p.2 * p.1 ^ k.val

/-- The sign character of the dihedral group with prescribed signs of the generators. -/
def dihedralSign (p : ℤˣ × ℤˣ) : DihedralGroup 4 →* ℤˣ where
  toFun := dihedralSignFun p
  map_one' := by
    have h : ∀ q, dihedralSignFun q 1 = 1 := by decide +kernel
    exact h p
  map_mul' := by
    have h : ∀ q x y, dihedralSignFun q (x * y) =
        dihedralSignFun q x * dihedralSignFun q y := by decide +kernel
    exact h p

/-- The sign character of the quaternion group with prescribed signs of the generators. -/
def quaternionSign (p : ℤˣ × ℤˣ) : QuaternionGroup 2 →* ℤˣ where
  toFun := quaternionSignFun p
  map_one' := by
    have h : ∀ q, quaternionSignFun q 1 = 1 := by decide +kernel
    exact h p
  map_mul' := by
    have h : ∀ q x y, quaternionSignFun q (x * y) =
        quaternionSignFun q x * quaternionSignFun q y := by decide +kernel
    exact h p
```

## The relabelling is a bijection but not a homomorphism

To compare two tables one needs a matching of their columns. `relabel` sends $r_k$ to $r_k$ and $s_k$ to $s_k$ across the groups. Its type `≃` demands an inverse but not compatibility with products, and `relabel` does not respect every product: $s_0^2$ is $r_0$ on one side and $r_2$ on the other. Without invertibility, columns could be merged or missed.

```lean
/-- The relabelling of elements that matches the columns of the two tables. -/
def relabel : DihedralGroup 4 ≃ QuaternionGroup 2 where
  toFun
    | .r k => .a k
    | .sr k => .xa k
  invFun
    | .a k => .r k
    | .xa k => .sr k
  left_inv := by rintro (k | k) <;> rfl
  right_inv := by rintro (k | k) <;> rfl
```

The class sizes found above are confirmed by enumerating both groups.

```lean
/-- Both groups have conjugacy classes of sizes 1, 1, 2, 2, 2. -/
theorem class_sizes : classSizes (DihedralGroup 4) = {1, 1, 2, 2, 2} ∧
    classSizes (QuaternionGroup 2) = {1, 1, 2, 2, 2} := by
  constructor <;> decide +kernel
```

## Multiplicativity leaves two free signs

An arbitrary assignment of signs to eight elements has $2^8=256$ possibilities. Multiplicativity reduces them to four. Because $r_k=r_1^k$ and $s_k=s_0r_1^k$, any sign character $f$ satisfies

$$f(r_k)=f(r_1)^k,\qquad f(s_k)=f(s_0)f(r_1)^k,$$

so it is fixed by $\alpha=f(r_1)$ and $\beta=f(s_0)$, and every pair occurs.

The proof of `sign_bijective` has the same two halves for each group. For injectivity, `key` recovers the pair from the values on the generators. For surjectivity, `h1` and `h2` write each element as a word in the generators, and `map_pow` and `map_mul` carry $f$ through that word.

```lean
/-- Every sign character of either group is fixed by the signs of the two generators,
and all choices of signs occur. -/
theorem sign_bijective :
    Function.Bijective dihedralSign ∧ Function.Bijective quaternionSign := by
  refine ⟨⟨fun p q h => ?_, fun f => ?_⟩, ⟨fun p q h => ?_, fun f => ?_⟩⟩
  · have key : ∀ p q, dihedralSign p (r 1) = dihedralSign q (r 1) →
        dihedralSign p (sr 0) = dihedralSign q (sr 0) → p = q := by decide +kernel
    exact key p q (DFunLike.congr_fun h _) (DFunLike.congr_fun h _)
  · -- every element is a word in the two generators
    have h1 : ∀ k : ZMod 4, r k = r 1 ^ k.val := by decide +kernel
    have h2 : ∀ k : ZMod 4, sr k = sr 0 * r 1 ^ k.val := by decide +kernel
    refine ⟨(f (r 1), f (sr 0)), MonoidHom.ext ?_⟩
    rintro (k | k)
    · change f (r 1) ^ k.val = f (r k)
      rw [← map_pow, ← h1 k]
    · change f (sr 0) * f (r 1) ^ k.val = f (sr k)
      rw [← map_pow, ← map_mul, ← h2 k]
  · have key : ∀ p q, quaternionSign p (a 1) = quaternionSign q (a 1) →
        quaternionSign p (xa 0) = quaternionSign q (xa 0) → p = q := by decide +kernel
    exact key p q (DFunLike.congr_fun h _) (DFunLike.congr_fun h _)
  · have h1 : ∀ k : ZMod (2 * 2), (a k : QuaternionGroup 2) = a 1 ^ k.val := by
      decide +kernel
    have h2 : ∀ k : ZMod (2 * 2), (xa k : QuaternionGroup 2) = xa 0 * a 1 ^ k.val := by
      decide +kernel
    refine ⟨(f (a 1), f (xa 0)), MonoidHom.ext ?_⟩
    rintro (k | k)
    · change f (a 1) ^ k.val = f (a k)
      rw [← map_pow, ← h1 k]
    · change f (xa 0) * f (a 1) ^ k.val = f (xa k)
      rw [← map_pow, ← map_mul, ← h2 k]
```

Counting the pairs then gives four sign characters for each group.

```lean
/-- Each group has exactly four homomorphisms to the signs `±1`. -/
theorem four_signs : Nat.card (DihedralGroup 4 →* ℤˣ) = 4 ∧
    Nat.card (QuaternionGroup 2 →* ℤˣ) = 4 := by
  have h : Nat.card (ℤˣ × ℤˣ) = 4 := by
    rw [Nat.card_eq_fintype_card]
    decide +kernel
  exact ⟨(Nat.card_eq_of_bijective _ sign_bijective.1).symm.trans h,
    (Nat.card_eq_of_bijective _ sign_bijective.2).symm.trans h⟩
```

## Gaussian-integer entries make the traces exact

The matrix entries are of the form $m+ni$ with integers $m,n$. This relies on a suitable choice of basis: here, axes aligned with the square, and a spin quantised along one of the half-turn axes. By hand it keeps the traces short. $R^k$ and $A^k$ have traces $2,0,-2,0$ for $k=0,1,2,3$, while $SR^k$ and $RA^k$ are traceless, so

$$\chi(r_0)=2,\quad\chi(r_2)=-2,\quad\chi(g)=0\text{ otherwise}.$$

In another basis the traces would be the same, but the entries might not be Gaussian integers, and the direct evaluation used here would not apply. `trace_complexRep` transfers each exact trace to $\mathbb C$.

```lean
/-- The complex trace is the Gaussian-integer trace read as a complex number. -/
theorem trace_complexRep {G : Type} [Group G]
    (ρ : G →* Matrix (Fin 2) (Fin 2) GaussianInt) (g : G) :
    (complexRep ρ g).trace = GaussianInt.toComplex (ρ g).trace := by
  rw [Matrix.trace_fin_two, Matrix.trace_fin_two, map_add]
  rfl
```

Since $r_0$ and $r_2$ are their own inverses, $\sum_g\chi(g)\chi(g^{-1})=4+4=8$. Divided by the group order this is 1, the usual criterion for irreducibility. `dihedral_character` evaluates the traces and the sum over Gaussian integers, then maps them to complex numbers. With four one-dimensional characters, the dimension count $4\cdot1^2+2^2=8$ shows that the table is complete; this last step is the standard argument by hand and is not formalised here.

```lean
/-- The two-dimensional character of the dihedral group is 2 at the identity, -2 at the
half turn and 0 elsewhere, and the sum of `χ(g) χ(g⁻¹)` over the group is 8. -/
theorem dihedral_character :
    (∀ g, (dihedralRep g).trace = if g = 1 then 2 else if g = r 2 then -2 else 0) ∧
    ∑ g, (dihedralRep g).trace * (dihedralRep g⁻¹).trace = 8 := by
  constructor
  · intro g
    have h : ∀ g, (dihedralInt g).trace =
        if g = 1 then 2 else if g = r 2 then -2 else 0 := by decide +kernel
    rw [dihedralRep, trace_complexRep, h]
    by_cases h1 : g = 1
    · rw [if_pos h1, if_pos h1, map_ofNat]
    · rw [if_neg h1, if_neg h1]
      by_cases h2 : g = r 2
      · rw [if_pos h2, if_pos h2, map_neg, map_ofNat]
      · rw [if_neg h2, if_neg h2, map_zero]
  · have h : ∑ g, (dihedralInt g).trace * (dihedralInt g⁻¹).trace = 8 := by decide +kernel
    have h' := congrArg GaussianInt.toComplex h
    simp only [map_sum, map_mul, map_ofNat] at h'
    simp only [dihedralRep, trace_complexRep]
    exact h'
```

For the squares, $r_k^2=r_{2k}$ contributes $2-2+2-2=0$ in total. Each of the four $s_k^2=r_c$ contributes $\chi(r_c)$, which is $2$ for $D_4$ and $-2$ for $Q_8$. The sums are $8$ and $-8$, and the means are $1$ and $-1$. In the proof, `hD` and `hQ` are these sums, and `cD` and `cQ` are the group orders. In the standard classification of irreducible representations, $1$ marks one that can be made real and $-1$ one that cannot, although its character is real.

```lean
/-- The mean of `χ(g²)` is 1 for the dihedral and -1 for the quaternion representation. -/
theorem frobeniusSchur_values :
    frobeniusSchur dihedralRep = 1 ∧ frobeniusSchur quaternionRep = -1 := by
  have hD : ∑ g, (dihedralInt (g ^ 2)).trace = 8 := by decide +kernel
  have hQ : ∑ g, (quaternionInt (g ^ 2)).trace = -8 := by decide +kernel
  have cD : Fintype.card (DihedralGroup 4) = 8 := by decide +kernel
  have cQ : Fintype.card (QuaternionGroup 2) = 8 := by decide +kernel
  constructor
  · simp only [frobeniusSchur, dihedralRep, trace_complexRep]
    rw [← map_sum, hD, cD, map_ofNat]
    norm_num
  · simp only [frobeniusSchur, quaternionRep, trace_complexRep]
    rw [← map_sum, hQ, cQ, map_neg, map_ofNat]
    norm_num
```

## An isomorphism must preserve squares

Among the $r_k$, only $r_0$ and $r_2$ square to the identity. The four $s_k$ do so in $D_4$ and not in $Q_8$, which gives 6 and 2 solutions.

```lean
/-- The equation `g² = 1` has 6 solutions in the dihedral group and 2 in the quaternion
group. -/
theorem rootCount_values :
    rootCount (DihedralGroup 4) = 6 ∧ rootCount (QuaternionGroup 2) = 2 := by
  constructor <;> decide +kernel
```

Two groups describe the same abstract symmetry when an isomorphism `e : G ≃* H` exists, a bijection that respects products. Then $e(g)^2=e(g^2)$, and this is the identity exactly when $g^2$ is. Hence $e$ matches the solutions one to one. The proof uses `map_pow` for the first step, injectivity for the second and `Finset.card_equiv` for the count.

Both properties are needed. `relabel` is a bijection that fails to respect some products, and it connects groups with 6 and 2 solutions. The map sending everything to the identity respects products but is not injective, and it turns every element into a solution.

```lean
/-- Isomorphic finite groups have equally many solutions of `g² = 1`. -/
theorem rootCount_congr {G H : Type} [Group G] [Fintype G] [DecidableEq G]
    [Group H] [Fintype H] [DecidableEq H] (e : G ≃* H) : rootCount G = rootCount H := by
  refine Finset.card_equiv e.toEquiv fun g => ?_
  have h : e g ^ 2 = 1 ↔ g ^ 2 = 1 := by
    rw [← map_pow]
    exact map_eq_one_iff e e.injective
  rw [Finset.mem_filter, Finset.mem_filter]
  exact ⟨fun x => ⟨Finset.mem_univ _, h.2 x.2⟩, fun x => ⟨Finset.mem_univ _, h.1 x.2⟩⟩
```

The final theorem says that `relabel` carries each conjugacy class onto a class, matches the sign characters with the same $p$, and matches the two-dimensional traces; its last clause, `IsEmpty`, says that there is no isomorphism. The first two parts are evaluated over all cases, and the third compares Gaussian-integer traces. For the last, a supposed isomorphism `e` would give $6=2$.

```lean
/-- One relabelling matches the conjugacy classes, the sign characters and the
two-dimensional characters of the two groups, yet the groups are not isomorphic. -/
theorem same_table_not_isomorphic :
    (∀ g, conjClass (relabel g) = (conjClass g).image relabel) ∧
    (∀ p g, quaternionSign p (relabel g) = dihedralSign p g) ∧
    (∀ g, (quaternionRep (relabel g)).trace = (dihedralRep g).trace) ∧
    IsEmpty (DihedralGroup 4 ≃* QuaternionGroup 2) := by
  refine ⟨by decide +kernel, by decide +kernel, fun g => ?_, ⟨fun e => ?_⟩⟩
  · have h : ∀ g, (quaternionInt (relabel g)).trace = (dihedralInt g).trace := by
      decide +kernel
    rw [quaternionRep, dihedralRep, trace_complexRep, trace_complexRep, h]
  · -- an isomorphism would force 6 = 2
    have h := rootCount_congr e
    rw [rootCount_values.1, rootCount_values.2] at h
    omega

end

end DihedralQuaternionTables
```

```lean
#print axioms DihedralQuaternionTables.four_signs
#print axioms DihedralQuaternionTables.dihedral_character
#print axioms DihedralQuaternionTables.frobeniusSchur_values
#print axioms DihedralQuaternionTables.same_table_not_isomorphic
```

```
'DihedralQuaternionTables.four_signs' depends on axioms: [propext, Classical.choice, Quot.sound]
'DihedralQuaternionTables.dihedral_character' depends on axioms: [propext, Classical.choice, Quot.sound]
'DihedralQuaternionTables.frobeniusSchur_values' depends on axioms: [propext, Classical.choice, Quot.sound]
'DihedralQuaternionTables.same_table_not_isomorphic' depends on axioms: [propext, Classical.choice, Quot.sound]
```
